# For an amplitude $t$ orthogonal to a unit reference $e$, $\exp(te^{\mathsf T}-et^{\mathsf T})$ rotates $e$ by the angle $\|t\|$

In a two-level system with reference $(1,0)$ and amplitude $(0,\theta)$, the generator $\begin{pmatrix}0&-\theta\\ \theta&0\end{pmatrix}$ exponentiates to a rotation that takes the reference to $(\cos\theta,\sin\theta)$. With any finite number of levels, a nonzero real amplitude vector $t$ orthogonal to the unit reference $e$ does the same in the plane of $e$ and $t$, and the angle is the length of $t$.

In Lean 4 with Mathlib:

```lean
import Mathlib

open Matrix

namespace UnitaryCCRotation

noncomputable section

variable {n : Type*} [Fintype n]

/-- The Euclidean length of a real state or amplitude vector. -/
def length (x : n → ℝ) : ℝ := Real.sqrt (x ⬝ᵥ x)

/-- The anti-Hermitian generator `t eᵀ - e tᵀ`: excitation from the reference `e` into `t`,
minus the corresponding de-excitation. -/
def generator (e t : n → ℝ) : Matrix n n ℝ := vecMulVec t e - vecMulVec e t

/-- The intermediately normalized amplitude of `ψ`: rescale `ψ` to unit overlap with `e`, then
remove `e`. It has this meaning only when `e ⬝ᵥ ψ ≠ 0`. -/
def amplitude (e ψ : n → ℝ) : n → ℝ := (e ⬝ᵥ ψ)⁻¹ • ψ - e

/-- The squared length of a vector is its dot product with itself. -/
theorem length_sq (x : n → ℝ) : length x ^ 2 = x ⬝ᵥ x :=
  Real.sq_sqrt (Finset.sum_nonneg fun i _ => mul_self_nonneg (x i))

/-- A nonzero vector has nonzero length, and dividing by that length gives a unit vector. -/
theorem normalize_unit {x : n → ℝ} (hx : x ≠ 0) :
    length x ≠ 0 ∧ ((length x)⁻¹ • x) ⬝ᵥ ((length x)⁻¹ • x) = 1 := by
  have hL : length x ≠ 0 := by
    intro h
    apply hx
    apply dotProduct_self_eq_zero.mp
    rw [← length_sq x, h]
    norm_num
  refine ⟨hL, ?_⟩
  rw [smul_dotProduct, dotProduct_smul, ← length_sq x]
  simp only [smul_eq_mul]
  field_simp

/-- For a unit reference `e` and an amplitude `t` orthogonal to it, the generator sends `e` to `t`,
and sends `t` to a multiple of `e` with factor `-(t ⬝ᵥ t)`. -/
theorem generator_action {e t : n → ℝ} (he : e ⬝ᵥ e = 1) (het : e ⬝ᵥ t = 0) :
    generator e t *ᵥ e = t ∧ generator e t *ᵥ t = (-(t ⬝ᵥ t)) • e := by
  have h : ∀ x, generator e t *ᵥ x = (e ⬝ᵥ x) • t - (t ⬝ᵥ x) • e := by
    intro x
    ext i
    simp only [generator, Matrix.mulVec, dotProduct, Matrix.sub_apply, Matrix.vecMulVec_apply,
      Pi.sub_apply, Pi.smul_apply, smul_eq_mul, sub_mul, Finset.sum_sub_distrib, Finset.sum_mul]
    congr 1 <;> exact Finset.sum_congr rfl fun j _ => by ring
  constructor
  · rw [h, he, dotProduct_comm t e, het]
    module
  · rw [h, het]
    module

variable [DecidableEq n]

/-- For a unit reference and an amplitude `t` orthogonal to it, the cube of the generator is `-‖t‖²`
times the generator. -/
theorem generator_cube {e t : n → ℝ} (he : e ⬝ᵥ e = 1) (het : e ⬝ᵥ t = 0) :
    generator e t ^ 3 = (-(length t ^ 2)) • generator e t := by
  obtain ⟨hGe, hGt⟩ := generator_action he het
  calc generator e t ^ 3
      = generator e t * (generator e t * (vecMulVec t e - vecMulVec e t)) := by
        change _ = generator e t * (generator e t * generator e t)
        rw [pow_succ, pow_two, mul_assoc]
    _ = vecMulVec (generator e t *ᵥ (generator e t *ᵥ t)) e
        - vecMulVec (generator e t *ᵥ (generator e t *ᵥ e)) t := by
        simp only [mul_sub, Matrix.mul_vecMulVec]
    _ = (-(length t ^ 2)) • generator e t := by
        simp only [hGt, hGe, Matrix.mulVec_smul, length_sq]
        ext i j
        simp only [generator, Matrix.vecMulVec_apply, Matrix.sub_apply, Matrix.smul_apply,
          Pi.smul_apply, smul_eq_mul]
        ring

/-- If `K³ = -K`, the exponential of `θ K` is a quadratic polynomial in `K` with trigonometric
coefficients. -/
theorem exp_of_cube {K : Matrix n n ℝ} (hK : K ^ 3 = -K) (θ : ℝ) :
    NormedSpace.exp (θ • K) = 1 + Real.sin θ • K + (1 - Real.cos θ) • K ^ 2 := by
  have h3 : K * K ^ 2 = -K := (pow_succ' K 2).symm.trans hK
  -- algebraic cancellation, used below with a = sin s, b = cos s and
  -- R(s) = 1 + sin s K + (1 - cos s) K²
  have hzero : ∀ (E : Matrix n n ℝ) (a b : ℝ),
      E * (-K) * (1 + a • K + (1 - b) • K ^ 2) + E * (b • K + a • K ^ 2) = 0 := by
    intro E a b
    have alg : (-K) * (1 + a • K + (1 - b) • K ^ 2) + (b • K + a • K ^ 2) = 0 := by
      rw [neg_mul, mul_add, mul_add, mul_one, mul_smul_comm, mul_smul_comm, h3, ← pow_two K]
      module
    rw [mul_assoc, ← mul_add, alg, mul_zero]
  have hinv : NormedSpace.exp (θ • K) * NormedSpace.exp (θ • (-K)) = 1 := by
    have hc : Commute (θ • K) (θ • (-K)) :=
      ((Commute.refl K).neg_right.smul_right θ).smul_left θ
    rw [← Matrix.exp_add_of_commute _ _ hc, smul_neg, add_neg_cancel, NormedSpace.exp_zero]
  -- hence exp(-s K) R(s) is constant, with value 1 at s = 0
  have h : NormedSpace.exp (θ • (-K))
      * (1 + Real.sin θ • K + (1 - Real.cos θ) • K ^ 2) = 1 := by
    let : NormedRing (Matrix n n ℝ) := Matrix.linftyOpNormedRing
    let : NormedAlgebra ℝ (Matrix n n ℝ) := Matrix.linftyOpNormedAlgebra
    have hR : ∀ s : ℝ, HasDerivAt
        (fun s : ℝ => 1 + Real.sin s • K + (1 - Real.cos s) • K ^ 2)
        (Real.cos s • K + Real.sin s • K ^ 2) s := by
      intro s
      have h1 := (Real.hasDerivAt_sin s).smul_const K
      have h2 := (((Real.hasDerivAt_cos s).const_sub 1).congr_deriv
        (neg_neg (Real.sin s))).smul_const (K ^ 2)
      exact (h1.const_add (1 : Matrix n n ℝ)).fun_add h2
    have hF : ∀ s : ℝ, HasDerivAt (fun s : ℝ => NormedSpace.exp (s • (-K))
        * (1 + Real.sin s • K + (1 - Real.cos s) • K ^ 2)) 0 s := fun s =>
      ((hasDerivAt_exp_smul_const (-K) s).fun_mul (hR s)).congr_deriv (hzero _ _ _)
    exact (is_const_of_deriv_eq_zero (fun s => (hF s).differentiableAt)
      (fun s => (hF s).deriv) θ 0).trans (by simp)
  calc NormedSpace.exp (θ • K)
      = NormedSpace.exp (θ • K) * (NormedSpace.exp (θ • (-K))
        * (1 + Real.sin θ • K + (1 - Real.cos θ) • K ^ 2)) := by rw [h, mul_one]
    _ = _ := by rw [← mul_assoc, hinv, one_mul]

/-- For a unit direction `u` orthogonal to the unit reference, the amplitude `θ u` rotates the
reference by the angle `θ` towards `u`. -/
theorem exp_generator_unit {e u : n → ℝ} (he : e ⬝ᵥ e = 1) (hu : u ⬝ᵥ u = 1)
    (heu : e ⬝ᵥ u = 0) (θ : ℝ) :
    NormedSpace.exp (generator e (θ • u)) *ᵥ e = Real.cos θ • e + Real.sin θ • u := by
  obtain ⟨hKe, hKu⟩ := generator_action he heu
  have hK : generator e u ^ 3 = -generator e u := by
    rw [generator_cube he heu, length_sq, hu, neg_smul, one_smul]
  have hlin : generator e (θ • u) = θ • generator e u := by
    ext i j
    simp only [generator, Matrix.vecMulVec_apply, Matrix.sub_apply, Matrix.smul_apply,
      Pi.smul_apply, smul_eq_mul]
    ring
  rw [hlin, exp_of_cube hK, Matrix.add_mulVec, Matrix.add_mulVec, Matrix.one_mulVec,
    Matrix.smul_mulVec, Matrix.smul_mulVec, pow_two, ← Matrix.mulVec_mulVec, hKe, hKu, hu]
  module

/-- For a unit reference `e` and an amplitude `t` orthogonal to it, the exponential of the generator
takes `e` to `cos ‖t‖ e + sinc ‖t‖ t`, where `sinc x` is `sin x / x` for nonzero `x` and `1` at
zero. -/
theorem exp_generator_reference {e t : n → ℝ} (he : e ⬝ᵥ e = 1) (het : e ⬝ᵥ t = 0) :
    NormedSpace.exp (generator e t) *ᵥ e
      = Real.cos (length t) • e + Real.sinc (length t) • t := by
  rcases eq_or_ne t 0 with rfl | ht
  · have h0 : generator e 0 = 0 := by
      ext i j
      simp [generator]
    rw [h0, NormedSpace.exp_zero]
    simp [length]
  · obtain ⟨hL, hu⟩ := normalize_unit ht
    have heu : e ⬝ᵥ ((length t)⁻¹ • t) = 0 := by rw [dotProduct_smul, het, smul_zero]
    have h := exp_generator_unit he hu heu (length t)
    rw [smul_inv_smul₀ hL t] at h
    rw [h, Real.sinc_of_ne_zero hL, smul_smul, div_eq_mul_inv]

/-- For a unit reference and an amplitude `t` orthogonal to it with `cos ‖t‖` nonzero, the
intermediately normalized amplitude of the rotated reference has length `|tan ‖t‖|`. -/
theorem length_amplitude {e t : n → ℝ} (he : e ⬝ᵥ e = 1) (het : e ⬝ᵥ t = 0)
    (hc : Real.cos (length t) ≠ 0) :
    length (amplitude e (NormedSpace.exp (generator e t) *ᵥ e)) = |Real.tan (length t)| := by
  have hs : Real.sinc (length t) * length t = Real.sin (length t) := by
    by_cases h : length t = 0
    · simp [h]
    · rw [Real.sinc_of_ne_zero h, div_mul_cancel₀ _ h]
  -- the amplitude is t multiplied by sinc ‖t‖ / cos ‖t‖
  have ha : amplitude e (NormedSpace.exp (generator e t) *ᵥ e)
      = ((Real.cos (length t))⁻¹ * Real.sinc (length t)) • t := by
    rw [exp_generator_reference he het, amplitude, dotProduct_add, dotProduct_smul,
      dotProduct_smul, he, het, smul_zero, add_zero, smul_eq_mul, mul_one, smul_add,
      inv_smul_smul₀ hc, smul_smul, add_sub_cancel_left]
  have hsq : amplitude e (NormedSpace.exp (generator e t) *ᵥ e)
      ⬝ᵥ amplitude e (NormedSpace.exp (generator e t) *ᵥ e) = Real.tan (length t) ^ 2 := by
    rw [ha, smul_dotProduct, dotProduct_smul, ← length_sq t, Real.tan_eq_sin_div_cos, ← hs]
    simp only [smul_eq_mul]
    ring
  rw [length, hsq, Real.sqrt_sq_eq_abs]

/-- Every unit state whose overlap with the unit reference is not `-1` is the image of the reference
under the exponential of the generator, for some amplitude orthogonal to the reference. -/
theorem exists_amplitude {e ψ : n → ℝ} (he : e ⬝ᵥ e = 1) (hψ : ψ ⬝ᵥ ψ = 1)
    (hne : e ⬝ᵥ ψ ≠ -1) :
    ∃ t : n → ℝ, e ⬝ᵥ t = 0 ∧ NormedSpace.exp (generator e t) *ᵥ e = ψ := by
  obtain ⟨q, hq⟩ : ∃ q, q = ψ - (e ⬝ᵥ ψ) • e := ⟨_, rfl⟩
  have heq : e ⬝ᵥ q = 0 := by
    rw [hq, dotProduct_sub, dotProduct_smul, he, smul_eq_mul, mul_one, sub_self]
  have hqq : q ⬝ᵥ q = 1 - (e ⬝ᵥ ψ) ^ 2 := by
    rw [hq]
    simp only [sub_dotProduct, dotProduct_sub, smul_dotProduct, dotProduct_smul, smul_eq_mul,
      he, hψ, dotProduct_comm ψ e]
    ring
  have hdec : ψ = (e ⬝ᵥ ψ) • e + q := by rw [hq]; abel
  rcases eq_or_ne q 0 with h0 | h0
  · -- no component outside the reference: the state is the reference itself
    have hc : e ⬝ᵥ ψ = 1 := by
      rw [h0, dotProduct_zero] at hqq
      have hf : (e ⬝ᵥ ψ - 1) * (e ⬝ᵥ ψ + 1) = 0 := by linear_combination hqq
      rcases mul_eq_zero.mp hf with h | h
      · linarith
      · exact absurd (by linarith) hne
    refine ⟨0, dotProduct_zero e, ?_⟩
    rw [exp_generator_reference he (dotProduct_zero e), hdec, hc, h0]
    simp [length]
  · obtain ⟨hL, hu⟩ := normalize_unit h0
    have heu : e ⬝ᵥ ((length q)⁻¹ • q) = 0 := by rw [dotProduct_smul, heq, smul_zero]
    have hpos : 0 ≤ 1 - (e ⬝ᵥ ψ) ^ 2 := by
      rw [← hqq, ← length_sq q]
      positivity
    have hsin : Real.sin (Real.arccos (e ⬝ᵥ ψ)) = length q := by
      rw [Real.sin_arccos, length, hqq]
    refine ⟨Real.arccos (e ⬝ᵥ ψ) • ((length q)⁻¹ • q), ?_, ?_⟩
    · rw [dotProduct_smul, heu, smul_zero]
    · rw [exp_generator_unit he hu heu, hsin, smul_inv_smul₀ hL q,
        Real.cos_arccos (by nlinarith) (by nlinarith)]
      exact hdec.symm

/-- In a two-level system, the reference `(1, 0)` is a unit vector orthogonal to the amplitude `(0,
θ)`, and the exponential of their generator takes the reference to `(cos θ, sin θ)`. -/
theorem two_level_witness (θ : ℝ) :
    (![1, 0] : Fin 2 → ℝ) ⬝ᵥ ![1, 0] = 1 ∧ (![1, 0] : Fin 2 → ℝ) ⬝ᵥ ![0, θ] = 0 ∧
    NormedSpace.exp (generator ![1, 0] ![0, θ]) *ᵥ ![1, 0] = ![Real.cos θ, Real.sin θ] := by
  have he : (![1, 0] : Fin 2 → ℝ) ⬝ᵥ ![1, 0] = 1 := by simp [dotProduct, Fin.sum_univ_succ]
  have hu : (![0, 1] : Fin 2 → ℝ) ⬝ᵥ ![0, 1] = 1 := by simp [dotProduct, Fin.sum_univ_succ]
  have heu : (![1, 0] : Fin 2 → ℝ) ⬝ᵥ ![0, 1] = 0 := by simp [dotProduct, Fin.sum_univ_succ]
  have ht : (![0, θ] : Fin 2 → ℝ) = θ • ![0, 1] := by
    ext i
    fin_cases i <;> simp
  refine ⟨he, ?_, ?_⟩
  · rw [ht, dotProduct_smul, heu, smul_zero]
  · rw [ht, exp_generator_unit he hu heu]
    ext i
    fin_cases i <;> simp

end

end UnitaryCCRotation
```

```lean
#print axioms UnitaryCCRotation.exp_generator_unit
#print axioms UnitaryCCRotation.length_amplitude
#print axioms UnitaryCCRotation.exists_amplitude
```

```
'UnitaryCCRotation.exp_generator_unit' depends on axioms: [propext, Classical.choice, Quot.sound]
'UnitaryCCRotation.length_amplitude' depends on axioms: [propext, Classical.choice, Quot.sound]
'UnitaryCCRotation.exists_amplitude' depends on axioms: [propext, Classical.choice, Quot.sound]
```

## The rotated state and its tangent amplitude

Let $e\cdot e=1$ and $e\cdot t=0$, and write $G=te^{\mathsf T}-et^{\mathsf T}$ and $\|t\|=\sqrt{t\cdot t}$. Three theorems carry the main result:

- `generator_cube`: $G^3=-\|t\|^2G$.
- `exp_generator_reference`: $\exp(G)\,e=\cos\|t\|\,e+\operatorname{sinc}\|t\|\;t$, where $\operatorname{sinc}x=\sin x/x$ for $x\ne0$ and $\operatorname{sinc}0=1$. For $t\neq0$ the second term is $\sin\|t\|\,t/\|t\|$, and $t=0$ is included.
- `length_amplitude`: if $\cos\|t\|\neq0$, the intermediately normalized amplitude of this state has length $|\tan\|t\||$.

Conversely, `exists_amplitude` says that every real unit state $\psi$ with $e\cdot\psi\neq-1$ equals $\exp(G)\,e$ for some $t$ orthogonal to $e$. The excluded vector $-e$ represents the same physical state as $e$. It is out of reach only in a one-dimensional space, where orthogonality forces $t=0$; with two or more levels, any $t$ orthogonal to $e$ with $\|t\|=\pi$ reaches it, by the formula for $\exp(G)\,e$ above. Finally, `two_level_witness` is the opening example.

## Excitation out of the reference and back

The finite type `n` labels an orthonormal basis, for instance of determinants, and a state is its list of real coefficients, `n → ℝ`. The product `⬝ᵥ` is the overlap, `*ᵥ` applies a matrix to a state, and `NormedSpace.exp` is the matrix exponential. The hypotheses `he` and `het` say that the reference is normalized and that the amplitude has no component along it.

In `generator e t`, the term $te^{\mathsf T}$ excites the reference into $t$, and $-et^{\mathsf T}$ is the corresponding de-excitation. Over the reals, anti-Hermitian means antisymmetric; complex amplitudes are not treated.

The function `amplitude` computes $\psi/(e\cdot\psi)-e$: it rescales $\psi$ to unit overlap with the reference and keeps the remainder. The condition $\cos\|t\|\neq0$ says that the rotated state still overlaps the reference, as this normalization requires.

For one electron in real orbitals, with $e$ the occupied orbital, $G$ is exactly the generator of unitary coupled cluster with single excitations. With more electrons, excitation operators can also act on determinants that are already excited, whereas $G$ only connects the reference with $t$; the products of excitations that arise in this way in general coupled cluster are absent here. Within this finite real model, the tangent law compares unitary amplitudes with intermediately normalized configuration-interaction coefficients: their lengths agree to first order for small $t$, and the length of the latter diverges as $\|t\|$ approaches $\pi/2$.

## The cubic identity closes the exponential series

For any state $x$,
$$Gx=(e\cdot x)\,t-(t\cdot x)\,e .$$
Hence $Ge=t$ and $Gt=-\|t\|^2e$, which is `generator_action`. Applying $G$ once more gives $G^2e=-\|t\|^2e$ and $G^2t=-\|t\|^2t$, so
$$G^3=G^2(te^{\mathsf T}-et^{\mathsf T})=(G^2t)e^{\mathsf T}-(G^2e)t^{\mathsf T}=-\|t\|^2G .$$
The `calc` block in `generator_cube` follows this line, moving the two factors of $G$ into the outer products with `Matrix.mul_vecMulVec`.

Next let $K$ be any real square matrix with $K^3=-K$, and set
$$R(s)=1+\sin s\,K+(1-\cos s)K^2 .$$
Its derivative is $R'(s)=\cos s\,K+\sin s\,K^2$. On the other hand,
$$KR(s)=K+\sin s\,K^2-(1-\cos s)K=\cos s\,K+\sin s\,K^2,$$
so $R'=KR$. It follows that
$$\frac{d}{ds}\left[e^{-sK}R(s)\right]=e^{-sK}\left(-KR(s)+R'(s)\right)=0 .$$
The product is constant and equals $1$ at $s=0$. Multiplying $e^{-\theta K}R(\theta)=1$ on the left by $e^{\theta K}$ gives $e^{\theta K}=R(\theta)$.

This is `exp_of_cube`. There `hzero` is the algebraic cancellation, `hR` differentiates $R$, `hF` shows that the product has zero derivative, and `is_const_of_deriv_eq_zero` makes it constant. The inverse relation $e^{\theta K}e^{-\theta K}=1$ is `hinv`.

## From a unit direction to any amplitude

Take a unit vector $u$ orthogonal to $e$ and let $K=ue^{\mathsf T}-eu^{\mathsf T}$. The cubic identity becomes $K^3=-K$, while $Ke=u$ and $K^2e=-e$. Therefore
$$e^{\theta K}e=e+\sin\theta\,u-(1-\cos\theta)\,e=\cos\theta\,e+\sin\theta\,u .$$
This is `exp_generator_unit`, in which `hlin` identifies the generator of $\theta u$ with $\theta K$.

For $t\neq0$, put $\theta=\|t\|$ and $u=t/\|t\|$; `normalize_unit` supplies the unit length. For $t=0$, the generator vanishes and its exponential leaves $e$ unchanged. These are the two cases of `exp_generator_reference`.

The overlap of the resulting state with $e$ is $\cos\|t\|$. Dividing by it and subtracting $e$ leaves the amplitude
$$\frac{\operatorname{sinc}\|t\|}{\cos\|t\|}\,t .$$
Since $\operatorname{sinc}\|t\|\,\|t\|=\sin\|t\|$, its squared length is $\tan^2\|t\|$, and the square root gives $|\tan\|t\||$. In `length_amplitude`, these steps are `ha`, `hs` and `hsq`, followed by `Real.sqrt_sq_eq_abs`.

For the converse, let $c=e\cdot\psi$ and $q=\psi-ce$. Then $e\cdot q=0$ and $q\cdot q=1-c^2$. If $q=0$, then $c=\pm1$; the hypothesis leaves $c=1$, so $\psi=e$ and $t=0$ works. Otherwise choose
$$t=\arccos(c)\,\frac{q}{\|q\|}.$$
Because $\sin(\arccos c)=\sqrt{1-c^2}=\|q\|$, the rotation formula returns $ce+q=\psi$. The proof of `exists_amplitude` makes the same case split and the same choice of $t$.
